# For \(\zeta>0\), spin–orbit coupling within \(t_{2g}\) puts a hole's doublet \(3\zeta/2\) below its quartet

Number the coordinates \(x,y,z\) as \(x_0,x_1,x_2\), with indices taken modulo 3, and set \(\hbar=1\). On complex polynomials, the orbital angular momentum \(-i\,\mathbf r\times\nabla\) has components

\[
L_k=-i\,(x_{k+1}\partial_{k+2}-x_{k+2}\partial_{k+1}).
\]

The \(t_{2g}\) orbitals are \(t_j=x_{j+1}x_{j+2}\), that is \(yz,zx,xy\). The Pauli matrices \(\sigma_0,\sigma_1,\sigma_2\) are \(\sigma_x,\sigma_y,\sigma_z\). Let \(T_k\) be the matrix of \(L_k\) on the \(t_j\) with squared coordinates dropped, and let

\[
A=\sum_k T_k\otimes\tfrac12\sigma_k,\qquad H=-\zeta A .
\]

The real constant \(\zeta\) stands for the radial strength of the spin–orbit coupling. One electron has energy \(+\zeta A\); the minus sign describes one hole in a filled \(t_{2g}\) shell, as in a low-spin \(d^5\) ion with cubic symmetry, where the three orbitals are degenerate without the coupling. For the hole, a vector names the spin orbital left empty.

## The spectrum by hand

Differentiation gives, on the p orbitals,

\[
L_kx_k=0,\quad L_kx_{k+1}=i\,x_{k+2},\quad L_kx_{k+2}=-i\,x_{k+1},
\]

and on the \(t_{2g}\) orbitals

\[
L_kt_k=-i(x_{k+1}^2-x_{k+2}^2),\quad L_kt_{k+1}=-i\,t_{k+2},\quad L_kt_{k+2}=i\,t_{k+1}.
\]

Without the squares, the second set is minus the first, so \((T_k)_{ij}=i\varepsilon_{kij}\). The dropped difference of squares is an \(e_g\) function, so dropping it neglects \(t_{2g}\)–\(e_g\) mixing.

Since \(\sigma_i\sigma_j=\delta_{ij}+i\sum_k\varepsilon_{ijk}\sigma_k\), the \((i,j)\) spin block of \(A\) is \(\tfrac12(\sigma_i\sigma_j-\delta_{ij})\). Stack the Pauli matrices into a \(6\times2\) matrix \(B\). Then

\[
A=\tfrac12(BB^\dagger-1),\qquad B^\dagger B=\sum_i\sigma_i^2=3 .
\]

Put \(d=E-\zeta/2\). For \(d\neq0\), exchanging the factors in the determinant gives

\[
\det(E-H)=d^6\det\!\Big(1+\tfrac{\zeta}{2d}B^\dagger B\Big)=d^6\Big(1+\tfrac{3\zeta}{2d}\Big)^2=(E+\zeta)^2(E-\zeta/2)^4 .
\]

At \(d=0\) both sides vanish, because \(B^\dagger\) maps six dimensions to two and has a null vector. As \(H\) is Hermitian, the exponents are degeneracies when \(\zeta\neq0\); at \(\zeta=0\) the two levels merge. Setting \(\zeta=-1\) gives the eigenvalues of \(A\): \(1\) twice and \(-\tfrac12\) four times.

## Orbital matrices from derivatives

In Lean 4 with Mathlib:

```lean
import Mathlib

open Matrix MvPolynomial
open scoped Kronecker

namespace T2gSpinOrbit

noncomputable section
```

`Fin 3` supplies the cyclic indices, and `pderiv` is the partial derivative.

```lean
/-- The component `L_k` of the orbital angular momentum `-i r × ∇` (with `ħ = 1`), acting on
complex polynomials in the coordinates `x, y, z`, numbered `0, 1, 2` cyclically. -/
def angMom (k : Fin 3) (p : MvPolynomial (Fin 3) ℂ) : MvPolynomial (Fin 3) ℂ :=
  C (-Complex.I) * (X (k + 1) * pderiv (k + 2) p - X (k + 2) * pderiv (k + 1) p)

/-- The t2g orbitals `yz, zx, xy`. -/
def t2g (j : Fin 3) : MvPolynomial (Fin 3) ℂ := X (j + 1) * X (j + 2)
```

Matrix elements are polynomial coefficients, read off at the origin. They agree with those between normalised orbitals, since the orbitals within each set are orthogonal and of equal norm.

```lean
/-- The matrix of `L_k` on the p orbitals `x, y, z`: the entry `i, j` is the coefficient of
`x_i` in `L_k x_j`, read off as a derivative at the origin. -/
def pMat (k : Fin 3) : Matrix (Fin 3) (Fin 3) ℂ :=
  Matrix.of fun i j => eval (0 : Fin 3 → ℂ) (pderiv i (angMom k (X j)))

/-- The matrix of `L_k` on `yz, zx, xy`: the entry `i, j` is the coefficient of the `i`-th
t2g orbital in `L_k` applied to the `j`-th, read off as a mixed derivative at the origin. -/
def tMat (k : Fin 3) : Matrix (Fin 3) (Fin 3) ℂ :=
  Matrix.of fun i j =>
    eval (0 : Fin 3 → ℂ) (pderiv (i + 1) (pderiv (i + 2) (angMom k (t2g j))))
```

The mixed derivative in `tMat` removes the squares. Both matrices are compared with an explicit list, entry by entry.

```lean
/-- The three Cartesian spin-one matrices, written out. -/
def ell : Fin 3 → Matrix (Fin 3) (Fin 3) ℂ :=
  ![!![0, 0, 0; 0, 0, -Complex.I; 0, Complex.I, 0],
    !![0, 0, Complex.I; 0, 0, 0; -Complex.I, 0, 0],
    !![0, -Complex.I, 0; Complex.I, 0, 0; 0, 0, 0]]

/-- On the p orbitals, `L_k` is the Cartesian spin-one matrix. -/
theorem pMat_eq (k : Fin 3) : pMat k = ell k := by
  ext i j
  fin_cases k <;> fin_cases i <;> fin_cases j <;>
    simp [pMat, angMom, ell, pderiv_X, Pi.single_apply]

/-- On the t2g orbitals, `L_k` is minus the Cartesian spin-one matrix. -/
theorem tMat_eq (k : Fin 3) : tMat k = -ell k := by
  ext i j
  fin_cases k <;> fin_cases i <;> fin_cases j <;>
    simp [tMat, t2g, angMom, ell, pderiv_X, Pi.single_apply]

/-- T-P equivalence: the angular momentum matrices on `yz, zx, xy` are minus those on
`x, y, z`. -/
theorem t_p_equivalence (k : Fin 3) : tMat k = -pMat k := by
  rw [tMat_eq, pMat_eq]
```

The next theorem restores what was dropped: \(L_k\) takes \(t_k\) out of the \(t_{2g}\) space.

```lean
/-- The full action of `L_k` on a t2g orbital: a t2g part given by the matrix `tMat k`, and, for the
`k`-th orbital only, `-i` times a difference of two squared coordinates. -/
theorem angMom_t2g (k j : Fin 3) :
    angMom k (t2g j) = ∑ i, C (tMat k i j) * t2g i +
      if j = k then C (-Complex.I) * (X (k + 1) ^ 2 - X (k + 2) ^ 2) else 0 := by
  rw [tMat_eq]
  fin_cases k <;> fin_cases j <;>
    simp [t2g, angMom, ell, pderiv_X, Fin.sum_univ_three] <;>
    ring
```

## Adding spin

A basis state is a pair in `Fin 3 × Fin 2`, orbital first, and `⊗ₖ` is the Kronecker product.

```lean
/-- The Pauli matrices. -/
def pauli : Fin 3 → Matrix (Fin 2) (Fin 2) ℂ :=
  ![!![0, 1; 1, 0], !![0, -Complex.I; Complex.I, 0], !![1, 0; 0, -1]]

/-- The spin-orbit matrix `∑ L_k ⊗ σ_k / 2` on the six t2g spin orbitals. -/
def socMat : Matrix (Fin 3 × Fin 2) (Fin 3 × Fin 2) ℂ :=
  ∑ k, tMat k ⊗ₖ ((1 / 2 : ℂ) • pauli k)

/-- The spin-orbit Hamiltonian `-ζ ∑ L_k ⊗ σ_k / 2` on the t2g spin orbitals. -/
def socHam (ζ : ℝ) : Matrix (Fin 3 × Fin 2) (Fin 3 × Fin 2) ℂ := (-(ζ : ℂ)) • socMat
```

The matrix \(B\) is `doublet`. Its two identities are checked by entries, and Hermiticity follows from the second.

```lean
/-- The map from a spinor `χ` to the t2g state whose `i`-th orbital carries the spinor
`σ_i χ`. -/
def doublet : Matrix (Fin 3 × Fin 2) (Fin 2) ℂ := Matrix.of fun a t => pauli a.1 a.2 t

/-- The doublet map preserves inner products up to the factor 3. -/
theorem doublet_gram : doubletᴴ * doublet = (3 : ℂ) • (1 : Matrix (Fin 2) (Fin 2) ℂ) := by
  ext i j
  fin_cases i <;> fin_cases j <;>
    simp [doublet, pauli, Matrix.mul_apply, Fintype.sum_prod_type, Fin.sum_univ_succ] <;>
    norm_num

/-- The spin-orbit matrix is `(B B† - 1) / 2`, with `B` the doublet map. -/
theorem socMat_eq : socMat = (1 / 2 : ℂ) • (doublet * doubletᴴ) - (1 / 2 : ℂ) • 1 := by
  ext ⟨i, s⟩ ⟨j, t⟩
  fin_cases i <;> fin_cases s <;> fin_cases j <;> fin_cases t <;>
    simp [socMat, tMat_eq, ell, doublet, pauli, Matrix.mul_apply, Fin.sum_univ_succ] <;>
    ring_nf <;>
    norm_num [Complex.I_sq]

/-- The spin-orbit Hamiltonian is Hermitian. -/
theorem socHam_isHermitian (ζ : ℝ) : (socHam ζ).IsHermitian := by
  rw [socHam, socMat_eq]
  simp [Matrix.IsHermitian, conjTranspose_smul, conjTranspose_sub, conjTranspose_mul]
```

## Determinant and doublet states

The proof substitutes \(E=d+\zeta/2\) and splits on \(d=0\). In that case the null vector is explicit: orbital spinors \((-i,0),(1,0),(0,0)\), or \((-i,\,1,\,0)/\sqrt2\) with spin up when normalised. Otherwise `det_one_add_mul_comm` exchanges the factors.

```lean
/-- The secular determinant of the t2g spin-orbit Hamiltonian is `(E + ζ) ^ 2 * (E - ζ / 2) ^ 4`. -/
theorem secular_det (ζ : ℝ) (E : ℂ) :
    (E • 1 - socHam ζ).det = (E + ζ) ^ 2 * (E - ζ / 2) ^ 4 := by
  -- measure the energy from `ζ / 2`
  obtain ⟨d, rfl⟩ : ∃ d : ℂ, E = d + ζ / 2 := ⟨E - ζ / 2, by ring⟩
  have hM : (d + (ζ : ℂ) / 2) • 1 - socHam ζ
      = d • 1 + ((ζ : ℂ) / 2) • (doublet * doubletᴴ) := by
    rw [socHam, socMat_eq]
    module
  rw [hM]
  by_cases hd : d = 0
  · -- at `E = ζ / 2` an explicit nonzero vector is annihilated
    subst hd
    let v : Fin 3 × Fin 2 → ℂ := fun a => ![![-Complex.I, 0], ![1, 0], ![0, 0]] a.1 a.2
    have hv : v ≠ 0 := by
      intro h0
      have h1 := congrFun h0 (1, 0)
      simp [v] at h1
    have hB : doubletᴴ *ᵥ v = 0 := by
      ext s
      fin_cases s <;>
        simp [v, doublet, pauli, Matrix.mulVec, dotProduct, Fintype.sum_prod_type,
          Fin.sum_univ_succ]
    have hdet := Matrix.exists_mulVec_eq_zero_iff.mp
      ⟨v, hv, show ((0 : ℂ) • 1 + ((ζ : ℂ) / 2) • (doublet * doubletᴴ)) *ᵥ v = 0 by
        rw [zero_smul, zero_add, smul_mulVec, ← mulVec_mulVec, hB, mulVec_zero, smul_zero]⟩
    rw [hdet]
    ring
  · -- elsewhere the determinant reduces to a 2 by 2 one
    have hc : d * ((ζ : ℂ) / 2 / d) = ζ / 2 := by field_simp
    have h1 : d • 1 + ((ζ : ℂ) / 2) • (doublet * doubletᴴ)
        = d • (1 + doublet * (((ζ : ℂ) / 2 / d) • doubletᴴ)) := by
      rw [Matrix.mul_smul, smul_add, smul_smul, hc]
    have h2 : 1 + ((ζ : ℂ) / 2 / d) • (3 : ℂ) • (1 : Matrix (Fin 2) (Fin 2) ℂ)
        = (1 + (ζ : ℂ) / 2 / d * 3) • 1 := by module
    have hcard : Fintype.card (Fin 3 × Fin 2) = 6 := by simp
    rw [h1, det_smul, det_one_add_mul_comm, Matrix.smul_mul, doublet_gram, h2, det_smul,
      det_one, hcard, Fintype.card_fin]
    field_simp
    ring
```

If \(Hv=-\zeta v\) and \(\zeta\neq0\), then \(v=B(B^\dagger v/3)\); conversely, \(B^\dagger B=3\) gives every \(B\chi\) this energy. For a unit spinor \(\chi\) the normalised state is \(B\chi/\sqrt3\); spin up gives \((yz{\downarrow}+i\,zx{\downarrow}+xy{\uparrow})/\sqrt3\). At \(\zeta=0\) every vector has energy zero, hence the hypothesis.

```lean
/-- For nonzero `ζ`, the states of energy `-ζ` are exactly those whose three orbitals carry
the spinors `σ_x χ, σ_y χ, σ_z χ` for a common spinor `χ`. -/
theorem doublet_states (ζ : ℝ) (hζ : ζ ≠ 0) (v : Fin 3 × Fin 2 → ℂ) :
    socHam ζ *ᵥ v = (-(ζ : ℂ)) • v ↔ ∃ χ : Fin 2 → ℂ, v = doublet *ᵥ χ := by
  have hz : (ζ : ℂ) ≠ 0 := Complex.ofReal_ne_zero.mpr hζ
  have hH : socHam ζ *ᵥ v
      = ((ζ : ℂ) / 2) • v - ((ζ : ℂ) / 2) • (doublet *ᵥ (doubletᴴ *ᵥ v)) := by
    rw [socHam, socMat_eq, smul_mulVec, sub_mulVec, smul_mulVec, smul_mulVec, one_mulVec,
      ← mulVec_mulVec]
    module
  rw [hH]
  constructor
  · intro h
    refine ⟨(1 / 3 : ℂ) • (doubletᴴ *ᵥ v), ?_⟩
    rw [mulVec_smul]
    ext a
    have ha := congrFun h a
    simp only [Pi.sub_apply, Pi.smul_apply, smul_eq_mul] at ha ⊢
    apply mul_left_cancel₀ hz
    linear_combination (2 / 3 : ℂ) * ha
  · rintro ⟨χ, rfl⟩
    have h3 : doubletᴴ *ᵥ (doublet *ᵥ χ) = (3 : ℂ) • χ := by
      rw [mulVec_mulVec, doublet_gram, smul_mulVec, one_mulVec]
    rw [h3, mulVec_smul]
    module
```

The set `levels` records energies without multiplicity; the degeneracies come from `secular_det` together with Hermiticity. The last theorem factors the determinant over the reals and compares the two roots.

```lean
/-- The energy levels: the real roots of the secular determinant. -/
def levels (ζ : ℝ) : Set ℝ := {E | ((E : ℂ) • 1 - socHam ζ).det = 0}

/-- For positive `ζ` the lowest level is `-ζ`, and the next one lies `3ζ/2` above it. -/
theorem ground_level_and_gap (ζ : ℝ) (hζ : 0 < ζ) :
    IsLeast (levels ζ) (-ζ) ∧ IsLeast (levels ζ \ {-ζ}) (-ζ + 3 * ζ / 2) := by
  have key : ∀ E : ℝ, E ∈ levels ζ ↔ E = -ζ ∨ E = ζ / 2 := by
    intro E
    have hcast : ((E : ℂ) + ζ) ^ 2 * ((E : ℂ) - ζ / 2) ^ 4
        = (((E + ζ) ^ 2 * (E - ζ / 2) ^ 4 : ℝ) : ℂ) := by
      push_cast
      ring
    rw [levels, Set.mem_ofPred_eq, secular_det, hcast, Complex.ofReal_eq_zero, mul_eq_zero,
      pow_eq_zero_iff (by norm_num), pow_eq_zero_iff (by norm_num), sub_eq_zero,
      add_eq_zero_iff_eq_neg]
  refine ⟨⟨(key _).mpr (Or.inl rfl), ?_⟩, ⟨⟨(key _).mpr (Or.inr (by ring)), ?_⟩, ?_⟩⟩
  · intro E hE
    rcases (key E).mp hE with h | h <;> linarith
  · intro h
    have h' : -ζ + 3 * ζ / 2 = -ζ := h
    linarith
  · rintro E ⟨hE, hne⟩
    rcases (key E).mp hE with h | h
    · exact absurd h hne
    · linarith

end

end T2gSpinOrbit
```

```lean
#print axioms T2gSpinOrbit.angMom_t2g
-- 'T2gSpinOrbit.angMom_t2g' depends on axioms: [propext, Classical.choice, Quot.sound]
#print axioms T2gSpinOrbit.socHam_isHermitian
-- 'T2gSpinOrbit.socHam_isHermitian' depends on axioms: [propext, Classical.choice, Quot.sound]
#print axioms T2gSpinOrbit.doublet_states
-- 'T2gSpinOrbit.doublet_states' depends on axioms: [propext, Classical.choice, Quot.sound]
#print axioms T2gSpinOrbit.ground_level_and_gap
-- 'T2gSpinOrbit.ground_level_and_gap' depends on axioms: [propext, Classical.choice, Quot.sound]
```

## The on-site block in a tight-binding code

In a one-particle \(t_{2g}\) model with cubic symmetry and no \(e_g\) mixing, this coupling enters as a \(6\times6\) on-site block. For electrons the block is \(+\zeta A\), where \(A\) is `kron(T_k, sigma_k/2)` summed over `k` when spin is the fast index. Diagonalising it alone should give \(\zeta\) twice and \(-\zeta/2\) four times. If the doublet comes out lowest for \(\zeta>0\), the block has the wrong sign for electrons; using the p-orbital matrices without the sign change is one way to get this.
